# A reversible importance-sampled walk for Hamiltonians with nonpositive off-diagonal elements

The random walk is represented here by its transition matrix and a recursion for its mean weights, not by random trajectories, and the Hamiltonian is a real matrix $H$ over a finite set of configurations. If $H$ is symmetric with nonpositive off-diagonal elements, the guiding function $\psi$ is positive and the energy shift $L$ exceeds every diagonal element of $H$, then importance sampling turns $L-H$ into a reversible Markov chain with positive weights.

```lean
import Mathlib

open Matrix

namespace ImportanceSampledGreenFunction

noncomputable section

variable {n : Type*} [Fintype n] [DecidableEq n]

/-- The projector `L - H` whose repeated application is sampled. -/
def shifted (H : Matrix n n ℝ) (L : ℝ) : Matrix n n ℝ := L • (1 : Matrix n n ℝ) - H

/-- The local energy `(H ψ)(x) / ψ(x)` of the guiding function. -/
def localEnergy (H : Matrix n n ℝ) (ψ : n → ℝ) (x : n) : ℝ := (H *ᵥ ψ) x / ψ x

/-- The importance-sampled kernel `G(x,y) = (L - H)(x,y) ψ(y) / ψ(x)`. -/
def green (H : Matrix n n ℝ) (ψ : n → ℝ) (L : ℝ) (x y : n) : ℝ :=
  shifted H L x y * ψ y / ψ x

/-- The weight factor `b(x) = L - E_L(x)` picked up by a walker at `x`. -/
def growth (H : Matrix n n ℝ) (ψ : n → ℝ) (L : ℝ) (x : n) : ℝ := L - localEnergy H ψ x

/-- The transition probability `P(x,y) = G(x,y) / b(x)` of the walker. -/
def transition (H : Matrix n n ℝ) (ψ : n → ℝ) (L : ℝ) (x y : n) : ℝ :=
  green H ψ L x y / growth H ψ L x

/-- The mean product of weight factors collected in `k` steps by a walker started at `x`. -/
def meanWeight (H : Matrix n n ℝ) (ψ : n → ℝ) (L : ℝ) : ℕ → n → ℝ
  | 0, _ => 1
  | k + 1, x => growth H ψ L x * ∑ y, transition H ψ L x y * meanWeight H ψ L k y

omit [Fintype n] in
/-- Multiplying the kernel by the guiding function at the starting point undoes the division
in its definition. -/
theorem green_mul_guide (H : Matrix n n ℝ) {ψ : n → ℝ} (L : ℝ) {x : n} (hx : ψ x ≠ 0) (y : n) :
    green H ψ L x y * ψ x = shifted H L x y * ψ y :=
  div_mul_cancel₀ _ hx

omit [Fintype n] in
/-- The guiding function drops out of the diagonal of the kernel. -/
theorem green_diag (H : Matrix n n ℝ) {ψ : n → ℝ} (L : ℝ) {x : n} (hx : ψ x ≠ 0) :
    green H ψ L x x = L - H x x := by
  have hd : shifted H L x x = L - H x x := by simp [shifted]
  apply mul_right_cancel₀ hx
  rw [green_mul_guide H L hx, hd]

/-- The row sums of the kernel are `L` minus the local energy. -/
theorem green_row_sum (H : Matrix n n ℝ) {ψ : n → ℝ} (L : ℝ) {x : n} (hx : ψ x ≠ 0) :
    ∑ y, green H ψ L x y = growth H ψ L x := by
  have h : ∑ y, shifted H L x y * ψ y = L * ψ x - (H *ᵥ ψ) x := by
    simp [shifted, sub_mul, Finset.sum_sub_distrib, Matrix.one_apply, Matrix.mulVec, dotProduct]
  have e : localEnergy H ψ x * ψ x = (H *ᵥ ψ) x := div_mul_cancel₀ _ hx
  apply mul_right_cancel₀ hx
  rw [Finset.sum_mul, Finset.sum_congr rfl fun y _ => green_mul_guide H L hx y, h, ← e, growth]
  ring

omit [Fintype n] in
/-- For a positive guiding function the kernel is nonnegative exactly when the off-diagonal
elements of `H` are nonpositive and no diagonal element exceeds `L`. -/
theorem green_nonneg_iff (H : Matrix n n ℝ) {ψ : n → ℝ} (L : ℝ) (hψ : ∀ x, 0 < ψ x) :
    (∀ x y, 0 ≤ green H ψ L x y) ↔ (∀ x y, x ≠ y → H x y ≤ 0) ∧ ∀ x, H x x ≤ L := by
  -- the positive ratio of guiding functions does not affect signs
  have key : ∀ x y, 0 ≤ green H ψ L x y ↔ 0 ≤ shifted H L x y := by
    intro x y
    have e : green H ψ L x y = shifted H L x y * (ψ y / ψ x) := mul_div_assoc _ _ _
    rw [e]
    exact mul_nonneg_iff_of_pos_right (div_pos (hψ y) (hψ x))
  have hd : ∀ x, shifted H L x x = L - H x x := fun x => by simp [shifted]
  have ho : ∀ x y, x ≠ y → shifted H L x y = -H x y := fun x y h => by
    simp [shifted, h]
  constructor
  · intro h
    refine ⟨fun x y hxy => ?_, fun x => ?_⟩
    · have h1 := (key x y).1 (h x y)
      rw [ho x y hxy] at h1
      linarith
    · have h1 := (key x x).1 (h x x)
      rw [hd x] at h1
      linarith
  · rintro ⟨hoff, hdiag⟩ x y
    rw [key]
    by_cases hxy : x = y
    · subst hxy
      rw [hd]
      linarith [hdiag x]
    · rw [ho x y hxy]
      linarith [hoff x y hxy]

/-- If `L` lies above all diagonal elements, the off-diagonal ones are nonpositive and the guiding
function is positive, the weight factor `L - E_L` is positive everywhere. -/
theorem growth_pos {H : Matrix n n ℝ} {ψ : n → ℝ} {L : ℝ} (hoff : ∀ x y, x ≠ y → H x y ≤ 0)
    (hL : ∀ x, H x x < L) (hψ : ∀ x, 0 < ψ x) (x : n) : 0 < growth H ψ L x := by
  have hG := (green_nonneg_iff H L hψ).2 ⟨hoff, fun x => (hL x).le⟩
  -- a row sum of nonnegative terms is at least its diagonal term
  have h1 : green H ψ L x x ≤ ∑ y, green H ψ L x y :=
    Finset.single_le_sum (f := fun y => green H ψ L x y) (fun y _ => hG x y) (Finset.mem_univ x)
  rw [green_row_sum H L (hψ x).ne', green_diag H L (hψ x).ne'] at h1
  linarith [hL x]

/-- Let `H` be symmetric with nonpositive off-diagonal elements, `L` above its diagonal and `ψ`
positive. The kernel is nonnegative with positive row sums `b = L - E_L`, and `P = G / b` is a
stochastic matrix in detailed balance with `ψ² b`, which it leaves stationary. -/
theorem importance_sampled_walk {H : Matrix n n ℝ} {ψ : n → ℝ} {L : ℝ} (hH : H.IsSymm)
    (hoff : ∀ x y, x ≠ y → H x y ≤ 0) (hL : ∀ x, H x x < L) (hψ : ∀ x, 0 < ψ x) :
    (∀ x y, 0 ≤ green H ψ L x y) ∧
    (∀ x, ∑ y, green H ψ L x y = L - localEnergy H ψ x ∧ 0 < L - localEnergy H ψ x) ∧
    (∀ x y, 0 ≤ transition H ψ L x y) ∧
    (∀ x, ∑ y, transition H ψ L x y = 1) ∧
    (∀ x y, ψ x ^ 2 * growth H ψ L x * transition H ψ L x y
      = ψ y ^ 2 * growth H ψ L y * transition H ψ L y x) ∧
    (∀ y, ∑ x, ψ x ^ 2 * growth H ψ L x * transition H ψ L x y
      = ψ y ^ 2 * growth H ψ L y) := by
  have hG := (green_nonneg_iff H L hψ).2 ⟨hoff, fun x => (hL x).le⟩
  have hb := growth_pos hoff hL hψ
  have hrow : ∀ x, ∑ y, transition H ψ L x y = 1 := fun x => by
    simp only [transition]
    rw [← Finset.sum_div, green_row_sum H L (hψ x).ne', div_self (hb x).ne']
  have hT : (shifted H L)ᵀ = shifted H L := by simp [shifted, hH.eq]
  -- detailed balance: both sides equal ψ(x) (L - H)(x,y) ψ(y)
  have hrev : ∀ x y, ψ x ^ 2 * growth H ψ L x * transition H ψ L x y
      = ψ y ^ 2 * growth H ψ L y * transition H ψ L y x := by
    intro x y
    have hs : shifted H L y x = shifted H L x y := congrFun (congrFun hT x) y
    have p1 : transition H ψ L x y * growth H ψ L x = green H ψ L x y :=
      div_mul_cancel₀ _ (hb x).ne'
    have p2 : transition H ψ L y x * growth H ψ L y = green H ψ L y x :=
      div_mul_cancel₀ _ (hb y).ne'
    have g1 := green_mul_guide H L (hψ x).ne' y
    have g2 := green_mul_guide H L (hψ y).ne' x
    linear_combination ψ x ^ 2 * p1 + ψ x * g1 - ψ y ^ 2 * p2 - ψ y * g2 - ψ x * ψ y * hs
  refine ⟨hG, fun x => ⟨green_row_sum H L (hψ x).ne', hb x⟩,
    fun x y => div_nonneg (hG x y) (hb x).le, hrow, hrev, fun y => ?_⟩
  rw [Finset.sum_congr rfl fun x _ => hrev x y, ← Finset.mul_sum, hrow, mul_one]

/-- The mean weight after `k` steps, times the guiding function, is `(L - H)^k ψ`. -/
theorem meanWeight_projection {H : Matrix n n ℝ} {ψ : n → ℝ} {L : ℝ} (hψ : ∀ x, ψ x ≠ 0)
    (hb : ∀ x, growth H ψ L x ≠ 0) (k : ℕ) :
    ∀ x, ψ x * meanWeight H ψ L k x = ((shifted H L ^ k) *ᵥ ψ) x := by
  induction k with
  | zero => intro x; simp [meanWeight]
  | succ k ih =>
    intro x
    rw [pow_succ', ← Matrix.mulVec_mulVec]
    calc ψ x * meanWeight H ψ L (k + 1) x
        = ∑ y, shifted H L x y * (ψ y * meanWeight H ψ L k y) := by
          simp only [meanWeight, Finset.mul_sum]
          refine Finset.sum_congr rfl fun y _ => ?_
          have p : transition H ψ L x y * growth H ψ L x = green H ψ L x y :=
            div_mul_cancel₀ _ (hb x)
          have g := green_mul_guide H L (hψ x) y
          linear_combination ψ x * meanWeight H ψ L k y * p + meanWeight H ψ L k y * g
      _ = (shifted H L *ᵥ ((shifted H L ^ k) *ᵥ ψ)) x := by
          simp only [ih]
          rfl

/-- If the off-diagonal elements of `H` are nonpositive, `L` lies above the diagonal and `ψ` is
positive, the mean accumulated weight is positive for every starting point and number of steps. -/
theorem meanWeight_pos {H : Matrix n n ℝ} {ψ : n → ℝ} {L : ℝ}
    (hoff : ∀ x y, x ≠ y → H x y ≤ 0) (hL : ∀ x, H x x < L) (hψ : ∀ x, 0 < ψ x) (k : ℕ) :
    ∀ x, 0 < meanWeight H ψ L k x := by
  have hG := (green_nonneg_iff H L hψ).2 ⟨hoff, fun x => (hL x).le⟩
  have hb := growth_pos hoff hL hψ
  induction k with
  | zero => intro x; simp [meanWeight]
  | succ k ih =>
    intro x
    simp only [meanWeight]
    -- the walker stays at x with positive probability
    have hstay : 0 < transition H ψ L x x := by
      rw [transition, green_diag H L (hψ x).ne']
      exact div_pos (sub_pos.2 (hL x)) (hb x)
    exact mul_pos (hb x) (Finset.sum_pos'
      (fun y _ => mul_nonneg (div_nonneg (hG x y) (hb x).le) (ih y).le)
      ⟨x, Finset.mem_univ x, mul_pos hstay (ih x)⟩)

/-- Under the hypotheses of `importance_sampled_walk` and for a nonempty configuration set, the
average of the local energy over `ψ²` times the mean `k`-step weight equals the mixed energy of `ψ`
and `(L - H)^k ψ`, whose overlap is positive. -/
theorem mixed_estimator [Nonempty n] {H : Matrix n n ℝ} {ψ : n → ℝ} {L : ℝ} (hH : H.IsSymm)
    (hoff : ∀ x y, x ≠ y → H x y ≤ 0) (hL : ∀ x, H x x < L) (hψ : ∀ x, 0 < ψ x) (k : ℕ) :
    0 < ψ ⬝ᵥ ((shifted H L ^ k) *ᵥ ψ) ∧
    (∑ x, ψ x ^ 2 * meanWeight H ψ L k x * localEnergy H ψ x)
        / (∑ x, ψ x ^ 2 * meanWeight H ψ L k x)
      = (ψ ⬝ᵥ (H *ᵥ ((shifted H L ^ k) *ᵥ ψ))) / (ψ ⬝ᵥ ((shifted H L ^ k) *ᵥ ψ)) := by
  have hp := meanWeight_projection (fun x => (hψ x).ne')
    (fun x => (growth_pos hoff hL hψ x).ne') k
  have hden : ∑ x, ψ x ^ 2 * meanWeight H ψ L k x = ψ ⬝ᵥ ((shifted H L ^ k) *ᵥ ψ) := by
    simp only [dotProduct]
    refine Finset.sum_congr rfl fun x _ => ?_
    rw [← hp x]
    ring
  -- symmetry lets H act on the guiding function, which produces the local energy
  have hnum : ∑ x, ψ x ^ 2 * meanWeight H ψ L k x * localEnergy H ψ x
      = ψ ⬝ᵥ (H *ᵥ ((shifted H L ^ k) *ᵥ ψ)) := by
    rw [Matrix.dotProduct_mulVec, ← Matrix.mulVec_transpose, hH.eq]
    simp only [dotProduct]
    refine Finset.sum_congr rfl fun x _ => ?_
    have e : localEnergy H ψ x * ψ x = (H *ᵥ ψ) x := div_mul_cancel₀ _ (hψ x).ne'
    rw [← hp x, ← e]
    ring
  refine ⟨?_, by rw [hnum, hden]⟩
  rw [← hden]
  exact Finset.sum_pos (fun x _ => mul_pos (pow_pos (hψ x) 2) (meanWeight_pos hoff hL hψ k x))
    Finset.univ_nonempty

end

end ImportanceSampledGreenFunction
```

```lean
#print axioms ImportanceSampledGreenFunction.importance_sampled_walk
#print axioms ImportanceSampledGreenFunction.mixed_estimator
```

```
'ImportanceSampledGreenFunction.importance_sampled_walk' depends on axioms: [propext, Classical.choice, Quot.sound]
'ImportanceSampledGreenFunction.mixed_estimator' depends on axioms: [propext, Classical.choice, Quot.sound]
```

Write $K=L\,\mathbb 1-H$, which is `shifted` in the code. Its docstring says "projector" in the Monte Carlo sense of a matrix that is applied repeatedly; in general $K^2\ne K$. The other definitions are

$$E_L(x)=\frac{(H\psi)(x)}{\psi(x)},\quad G(x,y)=\frac{K(x,y)\psi(y)}{\psi(x)},\quad b(x)=L-E_L(x),\quad P(x,y)=\frac{G(x,y)}{b(x)},$$

named `localEnergy`, `green`, `growth` and `transition`. The first index is the configuration that the walker leaves, so probabilities sum to one along rows. `*ᵥ` applies a matrix to a vector, and `⬝ᵥ` is the real scalar product.

The theorem `importance_sampled_walk` has four hypotheses. `hH` says that $H$ is symmetric, `hoff` that its off-diagonal elements are nonpositive, which excludes a sign problem in the chosen basis. `hL` places $L$ strictly above the diagonal, and `hψ` makes the guiding function nodeless; it need not be normalised. The conclusions are that $G\ge 0$ with row sums $b>0$, and that $P$ is a stochastic matrix in detailed balance with the unnormalised weights $\psi^2b$, which it leaves stationary.

For the row sums, multiply $G$ by $\psi(x)$ and sum over $y$:

$$\psi(x)\sum_y G(x,y)=\sum_y K(x,y)\psi(y)=L\psi(x)-(H\psi)(x)=\psi(x)\,b(x).$$

Cancelling $\psi(x)$, which must not be zero, gives `green_row_sum`; the same cancellation gives $G(x,x)=L-H(x,x)$ in `green_diag`. Since $\psi(y)/\psi(x)>0$, $G$ has the signs of $K$, whose off-diagonal elements are $-H(x,y)$. Hence `green_nonneg_iff`, an equivalence: $G\ge0$ exactly when the off-diagonal elements of $H$ are nonpositive and no diagonal element exceeds $L$. A sum of nonnegative terms is at least any one of them, so

$$b(x)\ge G(x,x)=L-H(x,x)>0.$$

This is `growth_pos`, with `Finset.single_le_sum` supplying the first inequality. Division by $b$ is therefore legitimate, and the rows of $P$ sum to one. Detailed balance follows from

$$\psi(x)^2b(x)P(x,y)=\psi(x)^2G(x,y)=\psi(x)K(x,y)\psi(y),$$

because the last expression is symmetric in $x$ and $y$. In Lean, `linear_combination` assembles these equalities. Summing over $x$ and using $\sum_xP(y,x)=1$ gives stationarity.

The sign condition matters already for two configurations. Take $H=\begin{pmatrix}0&1\\1&0\end{pmatrix}$, $\psi=(1,1)$ and $L=2$. Then $b=1$ at both points and the rows of $P=\begin{pmatrix}2&-1\\-1&2\end{pmatrix}$ still sum to one, but $-1$ is not a probability.

The walker also carries a weight. `meanWeight` defines its mean after $k$ steps from $x$ by $w_0=1$ and $w_{k+1}(x)=b(x)\sum_yP(x,y)w_k(y)$. If $\psi w_k=K^k\psi$, then

$$\psi(x)w_{k+1}(x)=\sum_y\psi(x)G(x,y)w_k(y)=\sum_yK(x,y)\psi(y)w_k(y)=(K^{k+1}\psi)(x).$$

The case $k=0$ is immediate, and this induction is `meanWeight_projection`, which assumes that $\psi$ and $b$ vanish nowhere. In `meanWeight_pos`, a second induction shows $w_k>0$: all terms of the sum are nonnegative, and the term $y=x$ is positive because $P(x,x)>0$.

For a nonempty configuration set, `mixed_estimator` combines these results. Its denominator is $\sum_x\psi(x)^2w_k(x)=\psi\cdot K^k\psi>0$. In the numerator, $\psi(x)E_L(x)=(H\psi)(x)$, and symmetry moves $H$ to the other factor:

$$\sum_x\psi(x)^2w_k(x)E_L(x)=(H\psi)\cdot(K^k\psi)=\psi\cdot HK^k\psi.$$

The ratio is the mixed energy of $\psi$ and $K^k\psi$; at $k=0$ it is the variational energy of $\psi$. The local energy is evaluated where the walk starts, and the starting points are weighted by $\psi^2$, not by the stationary $\psi^2b$.

A standard discrete-time form of Green function Monte Carlo for finite lattice models without a sign problem uses the same kernel, transition probabilities and weights. It commonly evaluates the local energy at the current end of a walk, a form of the estimator that is not proved here. Convergence to the ground state as $k$ grows, statistical errors and population control are not treated.
